# Fourier suppression law: for indistinguishable photons, one per input of an $n$-port Fourier multiport, outputs whose port numbers do not sum to zero modulo $n$ have probability zero

## Labelled photons on cyclic ports

Indistinguishable photons are described by occupation numbers, while a permanent is taken of a matrix with one row and one column per photon. These notes take the side of the matrix. The photons get labels from a finite set $\iota$ with $N$ elements, a function $g$ assigns to each label an input port, and a function $f$ assigns to each label an output port. The labels are bookkeeping only: the physical input and output are the occupation numbers

$$r_p=\#\{a : g(a)=p\},\qquad s_p=\#\{b : f(b)=p\},$$

and functions $f$ that differ only by a relabelling of the photons describe the same output. The quantity that enters the sufficient condition for suppression proved below, $\sum_b f(b)=\sum_p p\,s_p$, depends on the occupation numbers alone.

The ports are numbered $0,\dots,n-1$ with $n\ge 1$ and are added and multiplied modulo $n$. A shift of all ports by $c$ therefore wraps around, and a sum of port numbers is a residue modulo $n$.

## The Fourier multiport

For an integer $x$ write $\chi(x)=e^{2\pi i x/n}$. This phase depends only on $x$ modulo $n$, it satisfies $\chi(x+y)=\chi(x)\chi(y)$ and $\overline{\chi(x)}=\chi(-x)$, and it equals $1$ exactly when $x\equiv 0$. A single photon passes from input port $j$ to output port $k$ with amplitude

$$U_{jk}=\frac{1}{\sqrt n}\,\chi(jk).$$

This matrix is unitary. One has

$$(UU^\dagger)_{jl}=\frac1n\,S_{jl},\qquad S_{jl}=\sum_k\chi\big((j-l)k\big).$$

For $j=l$ every term is $1$ and $S_{jj}=n$. For $j\ne l$, replacing $k$ by $k+1$ permutes the terms, so $S_{jl}=\chi(j-l)\,S_{jl}$, and since $\chi(j-l)\neq1$ the sum vanishes.

## Permanents as many-photon amplitudes

Let $\hat A_j^\dagger$ and $\hat B_k^\dagger$ create a photon in input port $j$ and output port $k$. A lossless linear network substitutes $\hat A_j^\dagger\to\sum_k U_{jk}\hat B_k^\dagger$. The normalised input state is $\prod_a \hat A^\dagger_{g(a)}|0\rangle/\sqrt{\prod_p r_p!}$, with $|0\rangle$ the vacuum, and the output state is built in the same way from $f$ and $s_p$. In the overlap, the commutators $[\hat B_k,\hat B_l^\dagger]=\delta_{kl}$ pair every annihilator $\hat B_{f(b)}$ with one incoming photon $\sigma(b)$, where $\sigma$ runs over the permutations of $\iota$, and every pairing enters with a plus sign. The sum over these many-photon paths is the permanent of the $N\times N$ matrix $U[g,f]_{ab}=U_{g(a)f(b)}$,

$$\operatorname{perm}U[g,f]=\sum_\sigma\prod_b U_{g(\sigma(b))\,f(b)},$$

and the probability of finding the occupation numbers $s_p$ is

$$P(g\to f)=\frac{|\operatorname{perm}U[g,f]|^2}{\prod_p r_p!\,\prod_p s_p!}.$$

Each product contains $N$ factors $n^{-1/2}$, so $\operatorname{perm}U[g,f]=n^{-N/2}\operatorname{perm}M$ with the phase matrix $M_{ab}=\chi\big(g(a)f(b)\big)$.

## Which outputs are forbidden

Call the input invariant under the shift by $c$ if there is a permutation $\tau$ of the labels with $g(\tau(a))=g(a)+c$ for all $a$. Physically, moving every photon $c$ ports further reproduces the same occupation numbers, $r_{p+c}=r_p$ for every port $p$, and $\tau$ records which photon takes the place of which. The theorems say the following.

1. `fourier_suppression_law`: for every $n\ge1$ and every $f$ from the ports to the ports with $\sum_k f(k)\not\equiv0 \pmod n$, the $n\times n$ matrix with entries $e^{2\pi i\,j f(k)/n}$ has permanent zero. `transitionProb_one_per_port` states that the corresponding probability is zero.
2. `permanent_eq_zero_of_shift` and `transitionProb_eq_zero_of_shift`: for an input invariant under the shift by $c$, with any finite number of photons, the permanent of $M$ and the probability vanish whenever $c\sum_b f(b)\not\equiv0\pmod n$.
3. `bunched_output`: with one photon per input and all photons leaving in a port $p$, the output ports sum to zero and $|\operatorname{perm}M|=n!$.
4. `shift_witness`: two indistinguishable photons that enter the four-port Fourier multiport in ports $0$ and $2$, one in each, never leave with one photon in port $0$ and the other in port $1$.

In Lean the ports form the type `ZMod n`, and `[NeZero n]` is the condition $n\ge1$. The definition `fourierPhase j k` uses the representatives `j.val` and `k.val` in $\{0,\dots,n-1\}$ and the positive sign in the exponent. In `multiport n` and `phaseMatrix g f`, rows belong to inputs and columns to outputs; the first carries the factor $n^{-1/2}$ and the second does not. `occupation g p` is $r_p$, `occupation f p` is $s_p$, `U.submatrix g f` is $U[g,f]$ with rows and columns repeated according to the occupations, and `transitionProb U g f` is $P(g\to f)$. The last definition accepts any square matrix $U$ on the ports; it is read as a probability here for unitary $U$, as for the multiport. One photon per input means that the labels are the ports themselves and $g$ is `id`. The hypotheses `hτ` and `hf` are stated in `ZMod n`: the first is a family of congruences modulo $n$, the second says that a congruence modulo $n$ fails. When $c$ shares a factor with $n$, the product $c\sum_b f(b)$ can vanish although neither factor does, which is why `hf` is a condition on the product.

The permanent formula is a definition in the file, not a consequence: creation operators and Fock states do not occur there, and `transitionProb (multiport n)` stands for perfectly indistinguishable bosons that do not interact, in a network without loss and with exact Fourier phases. Unitarity of the single-photon matrix is proved in `multiport_unitary`; that the probabilities add up to one over all output occupations is not among the theorems. The condition is sufficient for suppression, and about outputs with $c\sum_b f(b)\equiv0$ nothing is stated except in the fully bunched case. At $n=1$ every sum is zero modulo $1$, so no output meets the condition, and `bunched_output` reads $1=1!$. At $n=2$ the multiport is the balanced beam splitter, the output with ports $0,1$ has sum $1$, and the permanent of the phase matrix is $1\cdot(-1)+1\cdot 1=0$.

For ideal, non-interacting and fully indistinguishable bosons, the law identifies exact zeros of the output distribution from a single sum modulo $n$, so that a simulation of this model can assign probability zero to those outputs without evaluating their permanents. The two-port case is the absence of coincidences in two-photon interference at a balanced beam splitter.

## Shifting every input by $c$

Start from

$$\operatorname{perm}M=\sum_\sigma\prod_b\chi\big(g(\sigma(b))\,f(b)\big).$$

As $\sigma$ runs over all permutations, so does $\tau\sigma$, and the sum may be rewritten with $\tau\sigma$ in place of $\sigma$:

$$\operatorname{perm}M=\sum_\sigma\prod_b\chi\big(g(\tau(\sigma(b)))\,f(b)\big)=\sum_\sigma\prod_b\chi\big([\,g(\sigma(b))+c\,]\,f(b)\big).$$

Each factor splits into $\chi\big(c f(b)\big)\,\chi\big(g(\sigma(b))f(b)\big)$. The first factors do not depend on $\sigma$, and their product is $\prod_b\chi\big(cf(b)\big)=\chi\big(c\sum_b f(b)\big)$. Hence

$$\operatorname{perm}M=\chi\Big(c\sum_b f(b)\Big)\operatorname{perm}M .$$

If $\operatorname{perm}M\ne0$, division gives $\chi\big(c\sum_b f(b)\big)=1$, that is $c\sum_b f(b)\equiv0$. So $c\sum_b f(b)\not\equiv0$ forces $\operatorname{perm}M=0$, and then $\operatorname{perm}U[g,f]=n^{-N/2}\cdot 0$ and $P(g\to f)=0$.

With one photon per input, $g(j)=j$, the permutation $\tau(j)=j+1$ satisfies the hypothesis with $c=1$. The condition becomes $\sum_k f(k)\not\equiv0$, and $M_{jk}=e^{2\pi i\,jf(k)/n}$ is the matrix of the first theorem.

## A surviving output and a four-port zero

Let all $n$ photons leave in port $p$. The ports sum to $np\equiv0$. Every column of $M$ is the same, so each permutation contributes $\prod_k\chi\big(\sigma(k)p\big)=\prod_j\chi(jp)$, a number of modulus one that does not depend on $\sigma$. The $n!$ equal terms give $|\operatorname{perm}M|=n!$. With the factor $n^{-n/2}$ restored the permanent of $U[g,f]$ has modulus $n!/n^{n/2}$, and with $r_j=1$ for all $j$, $s_p=n$ and all other output occupations zero, the probability comes out as $n!/n^n$, which at $n=2$ is $1/2$ for each of the two bunched outputs of the beam splitter; these normalised numbers are arithmetic added here, and `bunched_output` itself stops at the modulus $n!$.

For $n=4$ take two photons with $g=(0,2)$ and let $\tau$ exchange them. Then $g(\tau(0))=2=0+2$ and $g(\tau(1))=0\equiv2+2$, so the input is invariant under $c=2$. The output $f=(0,1)$ has $c\sum_b f(b)=2\not\equiv0\pmod 4$. Directly, $M$ has rows $(1,1)$ and $(1,-1)$, whose permanent is zero. The general theorem thus has instances with $c\neq1$ and with fewer photons than ports.

## The multiport and its zeros in Lean

```lean
import Mathlib

open Complex Matrix
open scoped Real

namespace FourierSuppression

noncomputable section

variable {n : ℕ} [NeZero n] {ι : Type*} [Fintype ι] [DecidableEq ι]

/-- The phase `exp(2 π i j k / n)` connecting input port `j` to output port `k`. -/
def fourierPhase (j k : ZMod n) : ℂ :=
  exp (2 * π * I * ((j.val : ℂ) * (k.val : ℂ)) / n)

/-- The single-photon matrix of the Fourier multiport: the phases divided by `√n`. -/
def multiport (n : ℕ) : Matrix (ZMod n) (ZMod n) ℂ :=
  Matrix.of fun j k => (((Real.sqrt n)⁻¹ : ℝ) : ℂ) * fourierPhase j k

/-- The matrix of phases `exp(2 π i g(a) f(b) / n)` for photons with input ports `g`
and output ports `f`. -/
def phaseMatrix (g f : ι → ZMod n) : Matrix ι ι ℂ :=
  Matrix.of fun a b => fourierPhase (g a) (f b)

/-- The number of photons that the assignment `f` places in port `p`. -/
def occupation (f : ι → ZMod n) (p : ZMod n) : ℕ :=
  (Finset.univ.filter fun a => f a = p).card

/-- The probability that indistinguishable bosons entering the network `U` in ports `g`
leave in ports `f`: the squared modulus of the permanent of the scattering submatrix over
the factorials of all occupation numbers. -/
def transitionProb (U : Matrix (ZMod n) (ZMod n) ℂ) (g f : ι → ZMod n) : ℝ :=
  ‖(U.submatrix g f).permanent‖ ^ 2 /
    ((∏ p, ((occupation g p).factorial : ℝ)) * ∏ p, ((occupation f p).factorial : ℝ))

/-- The Fourier phase is the standard character of `ZMod n` evaluated at `j k` modulo `n`. -/
theorem fourierPhase_eq (j k : ZMod n) : fourierPhase j k = ZMod.stdAddChar (j * k) := by
  have h : j * k = (((j.val : ℤ) * (k.val : ℤ) : ℤ) : ZMod n) := by
    rw [Int.cast_mul, Int.cast_natCast, Int.cast_natCast, ZMod.natCast_zmod_val,
      ZMod.natCast_zmod_val]
  rw [h, ZMod.stdAddChar_coe]
  simp only [fourierPhase, Int.cast_mul, Int.cast_natCast]

/-- The Fourier phase equals one exactly when `j k` vanishes modulo `n`. -/
theorem fourierPhase_eq_one_iff (j k : ZMod n) : fourierPhase j k = 1 ↔ j * k = 0 := by
  rw [fourierPhase_eq]
  constructor
  · intro h
    apply ZMod.injective_stdAddChar
    rw [h, AddChar.map_zero_eq_one]
  · intro h
    rw [h, AddChar.map_zero_eq_one]

/-- The Fourier multiport is a unitary matrix. -/
theorem multiport_unitary : multiport n ∈ Matrix.unitaryGroup (ZMod n) ℂ := by
  rw [Matrix.mem_unitaryGroup_iff]
  ext j l
  have hn : (0 : ℝ) < n := Nat.cast_pos.mpr (Nat.pos_of_ne_zero (NeZero.ne n))
  have hterm : ∀ k, multiport n j k * (star (multiport n)) k l =
      ((((Real.sqrt n)⁻¹ : ℝ) : ℂ) * (((Real.sqrt n)⁻¹ : ℝ) : ℂ)) *
        ZMod.stdAddChar ((j - l) * k) := by
    intro k
    simp only [multiport, Matrix.star_apply, Matrix.of_apply, fourierPhase_eq,
      Complex.star_def, map_mul, Complex.conj_ofReal]
    rw [← AddChar.map_neg_eq_conj, show (j - l) * k = j * k + -(l * k) by ring,
      AddChar.map_add_eq_mul]
    ring
  rw [Matrix.mul_apply, Finset.sum_congr rfl fun k _ => hterm k, ← Finset.mul_sum]
  by_cases h : j = l
  · subst h
    have hs : (Real.sqrt n)⁻¹ * (Real.sqrt n)⁻¹ * (n : ℝ) = 1 := by
      rw [← mul_inv, Real.mul_self_sqrt hn.le, inv_mul_cancel₀ hn.ne']
    have hc : ∑ k : ZMod n, ZMod.stdAddChar ((j - j) * k) = (n : ℂ) := by
      simp [ZMod.card]
    rw [hc, Matrix.one_apply_eq]
    exact_mod_cast hs
  · -- shifting `k` by one multiplies the sum by a phase different from one
    have h1 : ∑ k : ZMod n, ZMod.stdAddChar ((j - l) * k) =
        ZMod.stdAddChar (j - l) * ∑ k : ZMod n, ZMod.stdAddChar ((j - l) * k) := by
      rw [Finset.mul_sum]
      refine (Equiv.sum_comp (Equiv.addRight (1 : ZMod n))
        (fun k => ZMod.stdAddChar ((j - l) * k))).symm.trans ?_
      refine Finset.sum_congr rfl fun k _ => ?_
      simp only [Equiv.coe_addRight]
      rw [mul_add, mul_one, AddChar.map_add_eq_mul]
      exact mul_comm _ _
    have h2 : ZMod.stdAddChar (j - l) ≠ 1 := by
      intro h3
      apply h
      apply sub_eq_zero.mp
      apply ZMod.injective_stdAddChar
      rw [h3, AddChar.map_zero_eq_one]
    have h0 : ∑ k : ZMod n, ZMod.stdAddChar ((j - l) * k) = 0 := by
      by_contra h3
      exact h2 (mul_right_cancel₀ h3 (h1.symm.trans (one_mul _).symm))
    rw [h0, mul_zero, Matrix.one_apply_ne h]

/-- If shifting all input ports by `c` only relabels the photons, the permanent equals
itself times the phase `exp(2 π i c (∑ f) / n)`. -/
theorem permanent_shift (g f : ι → ZMod n) (c : ZMod n) (τ : Equiv.Perm ι)
    (hτ : ∀ a, g (τ a) = g a + c) :
    (phaseMatrix g f).permanent =
      fourierPhase c (∑ b, f b) * (phaseMatrix g f).permanent := by
  -- the phases picked up by the single photons multiply
  have hprod : ∀ s : Finset ι, ZMod.stdAddChar (c * ∑ b ∈ s, f b) =
      ∏ b ∈ s, ZMod.stdAddChar (c * f b) := by
    intro s
    induction s using Finset.induction_on with
    | empty => simp
    | insert a s ha ih =>
      rw [Finset.sum_insert ha, Finset.prod_insert ha, mul_add, AddChar.map_add_eq_mul, ih]
  simp only [Matrix.permanent, phaseMatrix, Matrix.of_apply, fourierPhase_eq]
  rw [hprod, Finset.mul_sum]
  -- reindex the many-photon paths by `σ ↦ τ σ`
  refine (Equiv.sum_comp (Equiv.mulLeft τ)
    (fun σ : Equiv.Perm ι => ∏ b, ZMod.stdAddChar (g (σ b) * f b))).symm.trans ?_
  refine Finset.sum_congr rfl fun σ _ => ?_
  rw [← Finset.prod_mul_distrib]
  refine Finset.prod_congr rfl fun b _ => ?_
  simp only [Equiv.coe_mulLeft, Equiv.Perm.mul_apply]
  rw [hτ, add_mul, AddChar.map_add_eq_mul]
  exact mul_comm _ _

/-- For an input invariant under a cyclic shift by `c`, the permanent vanishes for every
output with `c ∑ f ≠ 0` modulo `n`. -/
theorem permanent_eq_zero_of_shift (g f : ι → ZMod n) (c : ZMod n) (τ : Equiv.Perm ι)
    (hτ : ∀ a, g (τ a) = g a + c) (hf : c * ∑ b, f b ≠ 0) :
    (phaseMatrix g f).permanent = 0 := by
  by_contra h
  have h1 := permanent_shift g f c τ hτ
  exact hf ((fourierPhase_eq_one_iff _ _).mp
    (mul_right_cancel₀ h (h1.symm.trans (one_mul _).symm)))

/-- Fourier suppression law: if the output ports `f k` do not sum to zero modulo `n`, the
`n × n` matrix with entries `exp(2 π i j f(k) / n)` has permanent zero. -/
theorem fourier_suppression_law (f : ZMod n → ZMod n) (hf : ∑ k, f k ≠ 0) :
    (Matrix.of fun j k : ZMod n =>
      exp (2 * π * I * ((j.val : ℂ) * ((f k).val : ℂ)) / n)).permanent = 0 :=
  permanent_eq_zero_of_shift id f 1 (Equiv.addRight 1) (fun _ => rfl) (by rwa [one_mul])

/-- For an input invariant under a cyclic shift by `c`, outputs with `c ∑ f ≠ 0` modulo `n`
have zero probability in the Fourier multiport. -/
theorem transitionProb_eq_zero_of_shift (g f : ι → ZMod n) (c : ZMod n) (τ : Equiv.Perm ι)
    (hτ : ∀ a, g (τ a) = g a + c) (hf : c * ∑ b, f b ≠ 0) :
    transitionProb (multiport n) g f = 0 := by
  have h : ((multiport n).submatrix g f).permanent =
      (∏ _b : ι, (((Real.sqrt n)⁻¹ : ℝ) : ℂ)) * (phaseMatrix g f).permanent := by
    simp only [Matrix.permanent, multiport, phaseMatrix, Matrix.submatrix_apply,
      Matrix.of_apply, Finset.prod_mul_distrib, Finset.mul_sum]
  rw [transitionProb, h, permanent_eq_zero_of_shift g f c τ hτ hf]
  simp

/-- With one photon in each input port, an output whose ports do not sum to zero modulo `n`
has zero probability. -/
theorem transitionProb_one_per_port (f : ZMod n → ZMod n) (hf : ∑ k, f k ≠ 0) :
    transitionProb (multiport n) id f = 0 :=
  transitionProb_eq_zero_of_shift id f 1 (Equiv.addRight 1) (fun _ => rfl) (by rwa [one_mul])

/-- With one photon per input and all photons leaving in one port `p`, the output ports sum
to zero modulo `n` and the permanent of the phase matrix has modulus `n!`. -/
theorem bunched_output (p : ZMod n) :
    ∑ _k : ZMod n, p = 0 ∧
      ‖(phaseMatrix id fun _ : ZMod n => p).permanent‖ = n.factorial := by
  refine ⟨by simp [ZMod.card], ?_⟩
  have hnorm : ∀ j : ZMod n, ‖fourierPhase j p‖ = 1 := by
    intro j
    unfold fourierPhase
    generalize j.val = a
    generalize p.val = b
    have h : 2 * (π : ℂ) * I * ((a : ℂ) * (b : ℂ)) / n =
        ((2 * π * ((a : ℝ) * (b : ℝ)) / n : ℝ) : ℂ) * I := by
      push_cast
      ring
    rw [h, Complex.norm_exp_ofReal_mul_I]
  -- all `n!` paths carry the same phase
  have h : (phaseMatrix id fun _ : ZMod n => p).permanent =
      ∑ _σ : Equiv.Perm (ZMod n), ∏ j, fourierPhase j p :=
    Finset.sum_congr rfl fun σ _ => Equiv.prod_comp σ (fun j => fourierPhase j p)
  rw [h, Finset.sum_const, Finset.card_univ, Fintype.card_perm, ZMod.card, nsmul_eq_mul,
    norm_mul, norm_prod]
  simp [hnorm]

/-- Two photons in ports `0, 2` of a four-port multiport are exchanged by a shift by `2`; the
output ports `0, 1` satisfy `2 ∑ f ≠ 0` modulo `4` and have zero probability. -/
theorem shift_witness :
    (∀ a : Fin 2, (![0, 2] : Fin 2 → ZMod 4) (Equiv.swap 0 1 a) = ![0, 2] a + 2) ∧
      (2 : ZMod 4) * ∑ b, (![0, 1] : Fin 2 → ZMod 4) b ≠ 0 ∧
      transitionProb (multiport 4) (![0, 2] : Fin 2 → ZMod 4) ![0, 1] = 0 := by
  have h1 : ∀ a : Fin 2,
      (![0, 2] : Fin 2 → ZMod 4) (Equiv.swap 0 1 a) = ![0, 2] a + 2 := by decide
  have h2 : (2 : ZMod 4) * ∑ b, (![0, 1] : Fin 2 → ZMod 4) b ≠ 0 := by
    rw [Fin.sum_univ_two]
    decide
  exact ⟨h1, h2, transitionProb_eq_zero_of_shift _ _ 2 (Equiv.swap 0 1) h1 h2⟩

end

end FourierSuppression
```

```lean
#print axioms FourierSuppression.multiport_unitary
-- 'FourierSuppression.multiport_unitary' depends on axioms: [propext, Classical.choice, Quot.sound]
#print axioms FourierSuppression.fourier_suppression_law
-- 'FourierSuppression.fourier_suppression_law' depends on axioms: [propext, Classical.choice, Quot.sound]
#print axioms FourierSuppression.transitionProb_one_per_port
-- 'FourierSuppression.transitionProb_one_per_port' depends on axioms: [propext, Classical.choice, Quot.sound]
#print axioms FourierSuppression.bunched_output
-- 'FourierSuppression.bunched_output' depends on axioms: [propext, Classical.choice, Quot.sound]
```

## The phase as a character

`fourierPhase_eq` identifies the explicit exponential with `ZMod.stdAddChar (j * k)`, Mathlib's version of $\chi$ as a map on residues. Its step `h` writes the residue $jk$ as the image of the integer product of the two representatives, and `ZMod.stdAddChar_coe` evaluates the character on an integer as $e^{2\pi i x/n}$. After this rewriting, the properties of $\chi$ listed above are available by name: `AddChar.map_add_eq_mul` for sums, `AddChar.map_neg_eq_conj` for conjugation, and `ZMod.injective_stdAddChar` for distinct residues having distinct phases. `fourierPhase_eq_one_iff` compares $\chi(jk)$ with $\chi(0)=1$ and uses injectivity.

In `multiport_unitary`, `Matrix.mem_unitaryGroup_iff` reduces the claim to $UU^\dagger=1$, entry by entry. `hterm` brings the $k$-th term of the matrix product to the form $n^{-1/2}n^{-1/2}\chi\big((j-l)k\big)$. On the diagonal, `hc` is $S_{jj}=n$ and `hs` cancels it against the prefactor. Off the diagonal, `h1` is $S_{jl}=\chi(j-l)S_{jl}$, obtained by reindexing with `Equiv.addRight (1 : ZMod n)`; `h2` says that the phase differs from one, and `h0` concludes by cancelling a sum assumed nonzero.

## Reindexing the paths and cancelling the permanent

`permanent_shift` is the central identity. The auxiliary `hprod` proves $\chi\big(c\sum_{b\in s}f(b)\big)=\prod_{b\in s}\chi\big(cf(b)\big)$ by induction over subsets $s$ of the labels, adding one photon at a time. Unfolding `Matrix.permanent` gives the sum over $\sigma$ with the permutation acting on the row index, as written above. `Equiv.sum_comp` applied to `Equiv.mulLeft τ` is the replacement $\sigma\to\tau\sigma$. The two sides are then compared term by term in $\sigma$ and, after `Finset.prod_mul_distrib` merges the two products on the right, factor by factor in $b$. For a single factor, `rw [hτ, add_mul, AddChar.map_add_eq_mul]` carries out the three moves of the argument: insert $g(\sigma(b))+c$, expand the product with $f(b)$, split the phase.

`permanent_eq_zero_of_shift` assumes a nonzero permanent, cancels it with `mul_right_cancel₀`, and passes the resulting equation to `fourierPhase_eq_one_iff`, which contradicts `hf`. `fourier_suppression_law` is the instance with `id`, $c=1$ and `Equiv.addRight 1`, where the shift hypothesis holds by `rfl` because both sides are $j+1$. In `transitionProb_eq_zero_of_shift`, the step `h` pulls one factor $n^{-1/2}$ per photon out of the permanent, after which the numerator of the probability is zero; `transitionProb_one_per_port` specialises it in the same way.

## Equal paths and the finite example

In `bunched_output`, `hnorm` writes the exponent as a real number times $i$, so that each phase has modulus one. `Equiv.prod_comp` shows that every permutation yields the same product $\prod_j\chi(jp)$, and `Fintype.card_perm` with `ZMod.card` counts $n!$ terms. In `shift_witness` the vectors `![0, 2]` and `![0, 1]` are $g$ and $f$ on the labels `Fin 2`, and `Equiv.swap 0 1` is $\tau$. The shift condition and the inequality modulo $4$ are finite computations settled by `decide`, and the vanishing probability follows from the general theorem without evaluating any exponential.
